# The rescaled committor is the splitting probability between isocommittor milestones, for a finite Markov chain that can neither jump past them nor stay trapped between them

A walker sits at a single state $x$ between two milestones. Its next step lands on $M_+$ with probability $p$ and on $M_-$ with probability $1-p$. Suppose the committor $q$, the probability of reaching the product before the reactant, equals $z_-$ everywhere on $M_-$ and $z_+ > z_-$ everywhere on $M_+$. Then $q_x = (1-p)z_- + p z_+$, so

$$p = \frac{q_x - z_-}{z_+ - z_-}.$$

I expect the same formula when a whole region $D$ of states lies between the milestones and the walker wanders there for many steps. The chance of hitting $M_+$ first should then be the same from every starting point with the same $q$. Can this be stated precisely for a finite Markov chain and proved in Lean, including that the formula really describes where the chain ends up?

## A linear equation with only one solution

Yes. Let $P$ be a stochastic matrix on a finite state space: $P_{ij}\ge 0$ and $\sum_j P_{ij}=1$. Assume that every possible step from $D$ ends in $D$, $M_-$ or $M_+$, and that from each state of $D$ some path of possible steps leaves $D$. Let $q_i=\sum_j P_{ij}q_j$ on $D$, with $q=z_\pm$ on $M_\pm$.

**Rescaling.** Put $h_i=(q_i-z_-)/(z_+-z_-)$. It is 0 on $M_-$ and 1 on $M_+$, and for $i\in D$

$$\sum_j P_{ij}h_j=\frac{\sum_j P_{ij}q_j-z_-\sum_j P_{ij}}{z_+-z_-}=\frac{q_i-z_-}{z_+-z_-}=h_i .$$

**Uniqueness.** Let $f$ satisfy $f=Pf$ on $D$ and $f\le c$ on $M_\pm$. Suppose that its maximum over $D$, attained at $a$, exceeds $c$. If $b\in D$ has $f_b=f_a$, then

$$\sum_j P_{bj}(f_a-f_j)=f_a-f_b=0 .$$

No term is negative, because every $j$ with $P_{bj}>0$ lies in $D$, where $f_j\le f_a$, or in $M_\pm$, where $f_j\le c<f_a$. So every term vanishes, and each possible next state has $f_j=f_a>c$. It is therefore not in $M_\pm$ and must be in $D$. Repeating this along a path that leaves $D$ gives a contradiction, so $f\le c$ on $D$. For two solutions $u,v$ with equal boundary values, applying this to $u-v$ and $v-u$ with $c=0$ gives $u=v$ on $D$.

**Averages on a milestone.** If weights $w_i$ with $\sum_i w_i=1$ are carried by states of $D$ with $q_i=z$, then

$$\sum_i w_ih_i=\frac{z-z_-}{z_+-z_-}.$$

**Dynamics.** Take $D$, $M_-$ and $M_+$ disjoint, and stop the chain once it is outside $D$. Let $r^{(n)}_i$ be the probability that it has stopped in $M_+$ within $n$ steps. Then $r^{(0)}$ is 1 on $M_+$ and 0 elsewhere. On $D$, the first step gives $r^{(n+1)}_i=\sum_jP_{ij}r^{(n)}_j$; outside $D$ nothing changes. Since $r^{(0)}=0\le r^{(1)}$ on $D$, induction shows that $r^{(n)}$ increases with $n$, and it is bounded by 1. Its limit satisfies the same linear equation with values 0 and 1, so on $D$ it equals the rescaled $q$.

## What the Lean definitions say about the chain

`IsStochastic` is the condition on $P$, and `Mm`, `Mp`, `zm`, `zp` stand for $M_-$, $M_+$, $z_-$, $z_+$. `StepsInto` says that the milestones catch every trajectory leaving $D$, which for a discretised dynamics means that no single step jumps over them. A milestone thickened for this purpose must still have a single value of $q$. `CanLeave` excludes traps inside $D$; `Relation.ReflTransGen` expresses a path of zero or more positive-probability steps. `SolvesBetween P D Mm Mp a b f` means $f=Pf$ on $D$, with $f=a$ on $M_-$ and $f=b$ on $M_+$.

The main theorem, `local_committor_iff`, says that a function `h` solves the problem with values 0 and 1 exactly when it equals the rescaled `q` on `D ∪ Mm ∪ Mp`. Elsewhere `h` is unrestricted. The reactant and product do not appear: a global committor qualifies as `q` if $D$ avoids both and the milestones lie on its level sets.

`milestone_average` allows any normalised real weights, of which an entry distribution is a special case. `reachBy` defines $r^{(n)}$ by the first-step recursion, without building a measure on trajectories, and `reachBy_tendsto` gives its limit.

For milestoning with a finite, discrete-time Markov chain, this means that the splitting probabilities between $M_-$ and $M_+$ do not depend on the entry distribution within an isocommittor milestone in $D$, provided that $M_-$ and $M_+$ also lie on exact level sets of the committor, with $z_-<z_+$, that $D$ avoids reactant and product, and that `StepsInto` and `CanLeave` hold. Passage times, continuous state spaces and errors in an approximate $q$ are not treated.

```lean
import Mathlib

open Filter Topology

namespace IsocommittorMilestoning

noncomputable section

variable {S : Type*} [Fintype S]

/-- A matrix of transition probabilities: entries are nonnegative and each row sums to one. -/
structure IsStochastic (P : Matrix S S ℝ) : Prop where
  nonneg : ∀ i j, 0 ≤ P i j
  row_sum : ∀ i, ∑ j, P i j = 1

/-- Every possible step from `D` ends in `D`, in `Mm` or in `Mp`. -/
def StepsInto (P : Matrix S S ℝ) (D Mm Mp : Set S) : Prop :=
  ∀ i ∈ D, ∀ j, 0 < P i j → j ∈ D ∨ j ∈ Mm ∨ j ∈ Mp

/-- From every state of `D` some path of possible steps leads out of `D`. -/
def CanLeave (P : Matrix S S ℝ) (D : Set S) : Prop :=
  ∀ i ∈ D, ∃ k, k ∉ D ∧ Relation.ReflTransGen (fun a b => 0 < P a b) i k

/-- The committor equation `f = P f` on `D`, with value `a` on `Mm` and `b` on `Mp`. -/
structure SolvesBetween (P : Matrix S S ℝ) (D Mm Mp : Set S) (a b : ℝ) (f : S → ℝ) :
    Prop where
  harmonic : ∀ i ∈ D, f i = ∑ j, P i j * f j
  minus : ∀ i ∈ Mm, f i = a
  plus : ∀ i ∈ Mp, f i = b

open scoped Classical in
/-- The probability that the chain started at `i`, and stopped as soon as it is outside `D`,
is stopped in `Mp` within `n` steps, for `Mp` disjoint from `D`. -/
def reachBy (P : Matrix S S ℝ) (D Mp : Set S) : ℕ → S → ℝ
  | 0, i => if i ∈ Mp then 1 else 0
  | n + 1, i => if i ∈ D then ∑ j, P i j * reachBy P D Mp n j else if i ∈ Mp then 1 else 0

variable {P : Matrix S S ℝ} {D Mm Mp : Set S}

/-- Maximum principle: if the chain steps from `D` only into `D`, `Mm`, `Mp` and can leave `D`
from each of its states, a function harmonic on `D` obeys there any upper bound that it
obeys on `Mm` and `Mp`. -/
theorem le_of_boundary_le (hP : IsStochastic P) (hD : StepsInto P D Mm Mp)
    (hL : CanLeave P D) {f : S → ℝ} {c : ℝ} (hf : ∀ i ∈ D, f i = ∑ j, P i j * f j)
    (hm : ∀ i ∈ Mm, f i ≤ c) (hp : ∀ i ∈ Mp, f i ≤ c) : ∀ i ∈ D, f i ≤ c := by
  intro i hi
  obtain ⟨a, ha, hmax⟩ := Set.exists_max_image D f (Set.toFinite D) ⟨i, hi⟩
  refine (hmax i hi).trans ?_
  by_contra hcon
  have hlt : c < f a := not_le.mp hcon
  obtain ⟨k, hk, hpath⟩ := hL a ha
  -- a maximum above `c` spreads along every path and keeps the path inside `D`
  have key : k ∈ D ∧ f k = f a := by
    clear hk
    induction hpath with
    | refl => exact ⟨ha, rfl⟩
    | @tail b k _ hstep ih =>
      obtain ⟨hb, hfb⟩ := ih
      have hbk : 0 < P b k := hstep
      have hnn : ∀ j ∈ Finset.univ, 0 ≤ P b j * (f a - f j) := by
        intro j _
        rcases (hP.nonneg b j).eq_or_lt with h0 | h0
        · rw [← h0, zero_mul]
        · refine mul_nonneg h0.le (sub_nonneg.mpr ?_)
          rcases hD b hb j h0 with h | h | h
          · exact hmax j h
          · exact (hm j h).trans hlt.le
          · exact (hp j h).trans hlt.le
      have hsum : ∑ j, P b j * (f a - f j) = 0 := by
        simp only [mul_sub, Finset.sum_sub_distrib, ← Finset.sum_mul]
        rw [hP.row_sum, ← hf b hb, hfb]
        ring
      have hz := (Finset.sum_eq_zero_iff_of_nonneg hnn).mp hsum k (Finset.mem_univ k)
      have hfk : f k = f a := by
        rcases mul_eq_zero.mp hz with h | h
        · exact absurd h hbk.ne'
        · linarith
      refine ⟨?_, hfk⟩
      rcases hD b hb k hbk with h | h | h
      · exact h
      · exact absurd (hm k h) (by rw [hfk]; exact hcon)
      · exact absurd (hp k h) (by rw [hfk]; exact hcon)
  exact hk key.1

/-- If the chain steps from `D` only into `D`, `Mm`, `Mp` and can leave `D` from each of its
states, two solutions of the committor equation with the same boundary values agree on `D`. -/
theorem solution_unique (hP : IsStochastic P) (hD : StepsInto P D Mm Mp)
    (hL : CanLeave P D) {a b : ℝ} {f g : S → ℝ} (hf : SolvesBetween P D Mm Mp a b f)
    (hg : SolvesBetween P D Mm Mp a b g) : ∀ i ∈ D, f i = g i := by
  have aux : ∀ u v : S → ℝ, SolvesBetween P D Mm Mp a b u → SolvesBetween P D Mm Mp a b v →
      ∀ i ∈ D, u i - v i ≤ 0 := by
    intro u v hu hv
    refine le_of_boundary_le (f := fun i => u i - v i) hP hD hL ?_ ?_ ?_
    · intro i hi
      simp only [mul_sub, Finset.sum_sub_distrib]
      rw [← hu.harmonic i hi, ← hv.harmonic i hi]
    · intro i hi
      simp [hu.minus i hi, hv.minus i hi]
    · intro i hi
      simp [hu.plus i hi, hv.plus i hi]
  intro i hi
  linarith [aux f g hf hg i hi, aux g f hg hf i hi]

/-- For a stochastic matrix `P`, subtracting `zm` from a solution with boundary values `zm < zp` and
dividing by `zp - zm` gives a solution with boundary values 0 and 1. -/
theorem rescaled_solves (hP : IsStochastic P) {zm zp : ℝ} (hz : zm < zp) {q : S → ℝ}
    (hq : SolvesBetween P D Mm Mp zm zp q) :
    SolvesBetween P D Mm Mp 0 1 (fun i => (q i - zm) / (zp - zm)) := by
  refine ⟨fun i hi => ?_, fun i hi => ?_, fun i hi => ?_⟩
  · have h : ∑ j, P i j * ((q j - zm) / (zp - zm))
        = (∑ j, P i j * q j - (∑ j, P i j) * zm) / (zp - zm) := by
      rw [Finset.sum_mul, ← Finset.sum_sub_distrib, Finset.sum_div]
      exact Finset.sum_congr rfl (fun j _ => by ring)
    show (q i - zm) / (zp - zm) = ∑ j, P i j * ((q j - zm) / (zp - zm))
    rw [h, ← hq.harmonic i hi, hP.row_sum, one_mul]
  · simp [hq.minus i hi]
  · show (q i - zm) / (zp - zm) = 1
    rw [hq.plus i hi]
    exact div_self (sub_pos.mpr hz).ne'

/-- Let the chain step from `D` only into `D`, `Mm`, `Mp` and be able to leave `D` from each of
its states, and let `q` solve the committor equation with values `zm < zp` on `Mm`, `Mp`.
Then `h` solves it with values 0 and 1 exactly when it is the rescaled `q` on these sets. -/
theorem local_committor_iff (hP : IsStochastic P) (hD : StepsInto P D Mm Mp)
    (hL : CanLeave P D) {zm zp : ℝ} (hz : zm < zp) {q : S → ℝ}
    (hq : SolvesBetween P D Mm Mp zm zp q) (h : S → ℝ) :
    SolvesBetween P D Mm Mp 0 1 h ↔
      ∀ i ∈ D ∪ Mm ∪ Mp, h i = (q i - zm) / (zp - zm) := by
  have hr := rescaled_solves hP hz hq
  constructor
  · rintro hh i ((hi | hi) | hi)
    · exact solution_unique hP hD hL hh hr i hi
    · exact (hh.minus i hi).trans (hr.minus i hi).symm
    · exact (hh.plus i hi).trans (hr.plus i hi).symm
  · intro hh
    refine ⟨fun i hi => ?_, fun i hi => ?_, fun i hi => ?_⟩
    · rw [hh i (Or.inl (Or.inl hi))]
      refine (hr.harmonic i hi).trans (Finset.sum_congr rfl fun j _ => ?_)
      -- only states that can be reached in one step contribute
      rcases (hP.nonneg i j).eq_or_lt with h0 | h0
      · rw [← h0, zero_mul, zero_mul]
      · have hj : j ∈ D ∪ Mm ∪ Mp := by
          rcases hD i hi j h0 with h | h | h
          · exact Or.inl (Or.inl h)
          · exact Or.inl (Or.inr h)
          · exact Or.inr h
        rw [hh j hj]
    · exact (hh i (Or.inl (Or.inr hi))).trans (hr.minus i hi)
    · exact (hh i (Or.inr hi)).trans (hr.plus i hi)

/-- In the setting of `local_committor_iff`, let `h` solve the committor equation with values 0 and
1 on `Mm` and `Mp`. Its average over normalised weights `w` carried by the milestone `q = z` in `D`
is `(z - zm) / (zp - zm)`, whatever the weights. -/
theorem milestone_average (hP : IsStochastic P) (hD : StepsInto P D Mm Mp)
    (hL : CanLeave P D) {zm zp z : ℝ} (hz : zm < zp) {q h w : S → ℝ}
    (hq : SolvesBetween P D Mm Mp zm zp q) (hh : SolvesBetween P D Mm Mp 0 1 h)
    (hw : ∑ i, w i = 1) (hs : ∀ i, w i ≠ 0 → i ∈ D ∧ q i = z) :
    ∑ i, w i * h i = (z - zm) / (zp - zm) := by
  have hc : ∀ i ∈ Finset.univ, w i * h i = w i * ((z - zm) / (zp - zm)) := by
    intro i _
    by_cases h0 : w i = 0
    · rw [h0, zero_mul, zero_mul]
    · obtain ⟨hi, hqi⟩ := hs i h0
      rw [(local_committor_iff hP hD hL hz hq h).mp hh i (Or.inl (Or.inl hi)), hqi]
  rw [Finset.sum_congr rfl hc, ← Finset.sum_mul, hw, one_mul]

/-- For disjoint `D`, `Mm`, `Mp` the probabilities of stopping in `Mp` within `n` steps converge
as `n` grows, and the limit solves the committor equation with values 0 and 1. -/
theorem reachBy_limit_solves (hP : IsStochastic P) (hDm : Disjoint D Mm)
    (hDp : Disjoint D Mp) (hM : Disjoint Mm Mp) :
    ∃ h, SolvesBetween P D Mm Mp 0 1 h ∧
      ∀ i, Tendsto (fun n => reachBy P D Mp n i) atTop (𝓝 (h i)) := by
  have h0 : ∀ n i, 0 ≤ reachBy P D Mp n i := by
    intro n
    induction n with
    | zero => intro i; rw [reachBy]; split_ifs <;> norm_num
    | succ n ih =>
      intro i
      rw [reachBy]
      split_ifs
      · exact Finset.sum_nonneg fun j _ => mul_nonneg (hP.nonneg i j) (ih j)
      · norm_num
      · norm_num
  have h1 : ∀ n i, reachBy P D Mp n i ≤ 1 := by
    intro n
    induction n with
    | zero => intro i; rw [reachBy]; split_ifs <;> norm_num
    | succ n ih =>
      intro i
      rw [reachBy]
      split_ifs
      · rw [← hP.row_sum i]
        exact Finset.sum_le_sum fun j _ => mul_le_of_le_one_right (hP.nonneg i j) (ih j)
      · norm_num
      · norm_num
  have hout : ∀ n i, i ∉ D → reachBy P D Mp n i = reachBy P D Mp 0 i := by
    intro n i hi
    cases n with
    | zero => rfl
    | succ n => simp [reachBy, hi]
  have hin : ∀ n, ∀ i ∈ D, reachBy P D Mp (n + 1) i = ∑ j, P i j * reachBy P D Mp n j := by
    intro n i hi
    rw [reachBy, if_pos hi]
  -- more time can only increase the chance of having arrived
  have hstep : ∀ n i, reachBy P D Mp n i ≤ reachBy P D Mp (n + 1) i := by
    intro n
    induction n with
    | zero =>
      intro i
      by_cases hi : i ∈ D
      · have hz : reachBy P D Mp 0 i = 0 := by
          simp [reachBy, Set.disjoint_left.mp hDp hi]
        rw [hz]
        exact h0 _ i
      · exact (hout _ i hi).ge
    | succ n ih =>
      intro i
      by_cases hi : i ∈ D
      · rw [hin (n + 1) i hi, hin n i hi]
        exact Finset.sum_le_sum fun j _ => mul_le_mul_of_nonneg_left (ih j) (hP.nonneg i j)
      · rw [hout (n + 1) i hi, hout (n + 1 + 1) i hi]
  have hlim : ∀ i, Tendsto (fun n => reachBy P D Mp n i) atTop
      (𝓝 (⨆ n, reachBy P D Mp n i)) := fun i =>
    tendsto_atTop_ciSup (monotone_nat_of_le_succ fun n => hstep n i)
      ⟨1, by rintro _ ⟨n, rfl⟩; exact h1 n i⟩
  refine ⟨fun i => ⨆ n, reachBy P D Mp n i, ⟨fun i hi => ?_, fun i hi => ?_, fun i hi => ?_⟩,
    hlim⟩
  · -- pass to the limit in the first-step equation
    have hl := (hlim i).comp (tendsto_add_atTop_nat 1)
    have hr : Tendsto (fun n => ∑ j, P i j * reachBy P D Mp n j) atTop
        (𝓝 (∑ j, P i j * ⨆ n, reachBy P D Mp n j)) :=
      tendsto_finsetSum _ fun j _ => (hlim j).const_mul (P i j)
    exact tendsto_nhds_unique hl (hr.congr fun n => (hin n i hi).symm)
  · have hc : ∀ n, reachBy P D Mp n i = 0 := fun n => by
      rw [hout n i (Set.disjoint_right.mp hDm hi)]
      simp [reachBy, Set.disjoint_left.mp hM hi]
    simp [hc]
  · have hc : ∀ n, reachBy P D Mp n i = 1 := fun n => by
      rw [hout n i (Set.disjoint_right.mp hDp hi)]
      simp [reachBy, hi]
    simp [hc]

/-- In the setting of `local_committor_iff`, with `D` disjoint from `Mm` and `Mp`, the probability
of stopping in `Mp` within `n` steps from a state of `D` tends to the rescaled `q`. -/
theorem reachBy_tendsto (hP : IsStochastic P) (hD : StepsInto P D Mm Mp)
    (hL : CanLeave P D) (hDm : Disjoint D Mm) (hDp : Disjoint D Mp) {zm zp : ℝ}
    (hz : zm < zp) {q : S → ℝ} (hq : SolvesBetween P D Mm Mp zm zp q) {i : S} (hi : i ∈ D) :
    Tendsto (fun n => reachBy P D Mp n i) atTop (𝓝 ((q i - zm) / (zp - zm))) := by
  have hM : Disjoint Mm Mp := Set.disjoint_left.mpr fun j hm hp =>
    hz.ne ((hq.minus j hm).symm.trans (hq.plus j hp))
  obtain ⟨h, hh, hlim⟩ := reachBy_limit_solves hP hDm hDp hM
  rw [← (local_committor_iff hP hD hL hz hq h).mp hh i (Or.inl (Or.inl hi))]
  exact hlim i

/-- The symmetric walk on five sites in a row, with absorbing ends. -/
def walk : Matrix (Fin 5) (Fin 5) ℝ :=
  !![1, 0, 0, 0, 0; 1/2, 0, 1/2, 0, 0; 0, 1/2, 0, 1/2, 0; 0, 0, 1/2, 0, 1/2; 0, 0, 0, 0, 1]

/-- The five-site walk with `D = {1, 2}`, `Mm = {0}`, `Mp = {3}` and `q` linear in the site
meets the hypotheses of `local_committor_iff`, with boundary values 0 and 3/4. -/
theorem local_committor_witness :
    IsStochastic walk ∧ StepsInto walk {1, 2} {0} {3} ∧ CanLeave walk {1, 2} ∧
      SolvesBetween walk {1, 2} {0} {3} 0 (3/4) ![0, 1/4, 1/2, 3/4, 1] := by
  refine ⟨⟨?_, ?_⟩, ?_, ?_, ⟨?_, ?_, ?_⟩⟩
  · intro i j
    fin_cases i <;> fin_cases j <;> norm_num [walk]
  · intro i
    fin_cases i <;> norm_num [walk, Fin.sum_univ_succ]
  · rintro i (rfl | rfl) j hj <;> fin_cases j <;> simp [walk] at hj ⊢
  · rintro i (rfl | rfl)
    · exact ⟨0, by simp, Relation.ReflTransGen.single (by norm_num [walk])⟩
    · exact ⟨3, by simp, Relation.ReflTransGen.single (by simp [walk])⟩
  · rintro i (rfl | rfl) <;> simp [walk, Fin.sum_univ_succ] <;> norm_num
  · rintro i rfl
    simp
  · rintro i rfl
    simp

/-- For a chain of three states that never moves, the committor equation on `{0}` with values
0 and 1 on `{1}` and `{2}` is solved with any value `c` at state 0. -/
theorem not_unique_when_trapped (c : ℝ) :
    SolvesBetween (1 : Matrix (Fin 3) (Fin 3) ℝ) {0} {1} {2} 0 1 ![c, 0, 1] := by
  refine ⟨?_, ?_, ?_⟩
  · rintro i rfl
    simp [Matrix.one_apply]
  · rintro i rfl
    simp
  · rintro i rfl
    simp

end

end IsocommittorMilestoning
```

```lean
#print axioms IsocommittorMilestoning.local_committor_iff
#print axioms IsocommittorMilestoning.milestone_average
#print axioms IsocommittorMilestoning.reachBy_tendsto
#print axioms IsocommittorMilestoning.not_unique_when_trapped
```

```
'IsocommittorMilestoning.local_committor_iff' depends on axioms: [propext, Classical.choice, Quot.sound]
'IsocommittorMilestoning.milestone_average' depends on axioms: [propext, Classical.choice, Quot.sound]
'IsocommittorMilestoning.reachBy_tendsto' depends on axioms: [propext, Classical.choice, Quot.sound]
'IsocommittorMilestoning.not_unique_when_trapped' depends on axioms: [propext, Classical.choice, Quot.sound]
```

## From the maximum principle to the limit of the dynamics

`le_of_boundary_le` is the maximum principle. `Set.exists_max_image` picks the state $a$, and induction along the escape path carries the two facts "still in $D$" and "still at the maximum". `Finset.sum_eq_zero_iff_of_nonneg` turns the vanishing sum into vanishing terms.

`solution_unique` applies this to both differences, and `rescaled_solves` is the rescaling computation. `local_committor_iff` combines them. In its converse direction, `h` is known only on the three sets, which suffices because all other states have zero transition probability from $D$. `milestone_average` then replaces `h i` by its constant value wherever the weight is nonzero.

In `reachBy_limit_solves`, `h0` and `h1` bound the probabilities and `hstep` shows that they increase. `tendsto_atTop_ciSup` gives convergence to the supremum, and `tendsto_nhds_unique` equates the limits of the two sides of the recursion. `reachBy_tendsto` identifies that limit through the main theorem; it obtains the disjointness of $M_-$ and $M_+$ from $z_-<z_+$.

`local_committor_witness` checks the hypotheses on a symmetric walk over sites 0 to 4, with $D=\{1,2\}$, milestones at 0 and 3, and $q_i=i/4$; the formula gives $1/3$ and $2/3$ on $D$. `not_unique_when_trapped` shows what escape contributes: for a chain that never moves, any value `c` at the trapped state solves the equation.
